# Zero-field susceptibility of a quartic energy: finite for positive quadratic stiffness, divergent at zero stiffness

## Energy, ground state and susceptibility

Let m be a real magnetization, or any other single order parameter, and let h be the field that couples to it. The energy is

E(m) = a m²/2 + b m⁴/4 − h m

with real coefficients a and b. The coefficient a is the quadratic stiffness, the curvature of the energy at m = 0. The state m = 0 of the field-free system becomes marginally stable when a falls to zero, and this is what "instability" means below. The coefficient b is postulated to be positive. It stands for the higher-order restoring force that still limits the magnetization when the quadratic stiffness is gone.

A ground state is a global minimizer of E over all real m. Throughout, a ≥ 0, b > 0 and h > 0. The ground state at field h is written m(h), and the finite-field susceptibility is the ratio m(h)/h. The zero-field susceptibility is the limit of this ratio as h tends to 0 from above, if that limit is finite.

The claim has four parts.

- For every h > 0 there is exactly one ground state m(h).
- If a > 0, then m(h)/h → 1/a as h → 0⁺.
- If a = 0, then m(h) = (h/b)^(1/3), and m(h)/h → +∞ as h → 0⁺.
- If a > 0, then at each fixed h > 0 the ratio m(h)/h is strictly smaller than (h/b)^(1/3)/h, its value at a = 0 for the same b.

At the instability the ratio is therefore an ordinary finite number at every positive field; only its zero-field limit fails to be finite. For the stability analysis of self-consistent-field solutions, this model with a single degree of freedom is an illustration: a finite ratio computed at one finite field does not by itself show that the zero-field response is finite, so it is worth repeating the calculation at smaller fields when a soft mode is suspected.

## From stationarity to the weak-field response

**Stationarity.** At a minimizer the derivative of E vanishes, so

a m + b m³ = h.

If m were zero or negative, the left side would be zero or negative, while h is positive. Hence m > 0.

**The energy gap.** Let m be a stationary point and x any magnetization. Replacing h by a m + b m³ gives

E(x) − E(m) = a (x² − m²)/2 + b (x⁴ − m⁴)/4 − (a m + b m³)(x − m).

The terms with a combine to

a (x² − m²)/2 − a m (x − m) = (a/2)(x − m)².

The terms with b combine to

(b/4)(x − m)(x³ + x² m + x m² − 3m³) = (b/4)(x − m)²(x² + 2x m + 3m²).

Since x² + 2x m + 3m² = (x + m)² + 2m², the result is

E(x) − E(m) = (x − m)² [a/2 + (b/4)((x + m)² + 2m²)].

Because m > 0 and b > 0, the bracket is positive. Every x ≠ m therefore has a strictly higher energy than m, so a stationary point is the unique ground state.

**Existence.** It remains to find a stationary point. The force f(x) = a x + b x³ is continuous and f(0) = 0 < h. Take M = 1 + h/b. Then M ≥ 1, so M³ ≥ M, and

f(M) ≥ b M³ ≥ b M = b + h > h.

By the intermediate value theorem, f(m) = h for some m between 0 and M.

**The ratio.** Writing the stationarity equation as m (a + b m²) = h gives

m/h = 1/(a + b m²).

**Positive stiffness.** If a > 0, then a m = h − b m³ < h, so 0 < m < h/a. As h → 0⁺, m is squeezed to zero, a + b m² tends to a, and m/h tends to 1/a.

**Zero stiffness.** If a = 0, then b m³ = h, so m = (h/b)^(1/3). This again tends to zero, but now

m/h = 1/(b m²) = b^(−1/3) h^(−2/3),

which grows without bound. Reducing the field by a factor of 8 raises the ratio by a factor of 4.

**Fixed field.** If a > 0, then a m > 0 and hence b m³ < h. Taking cube roots gives m < (h/b)^(1/3), and division by h gives the stated inequality.

## The model in Lean

All quantities are real numbers, in whatever units make the three terms of the energy commensurate.

```lean
import Mathlib

open Filter Topology Set

namespace FiniteFieldInstability

noncomputable section
```

The function `energy` takes the coefficients and the field first and the magnetization last, so `energy a b h` is the energy as a function of m alone.

```lean
/-- Energy of a magnetization `m` in a field `h`, with quadratic stiffness `a` and
quartic coefficient `b`. -/
def energy (a b h m : ℝ) : ℝ := a * m ^ 2 / 2 + b * m ^ 4 / 4 - h * m
```

The predicate `IsGroundState a b h m` says that m is a global minimizer. It compares m with every real x, so a merely local minimum does not qualify.

```lean
/-- The magnetization `m` is a ground state if no other magnetization has lower energy. -/
def IsGroundState (a b h m : ℝ) : Prop := ∀ x, energy a b h m ≤ energy a b h x
```

The model has one scalar degree of freedom, no temperature and no fluctuations. The results on existence and response concern a ≥ 0 and positive fields, so the symmetry-broken side a < 0 is left out.

## One ground state at each positive field

The first theorem is the stationarity condition. It needs no assumption on the signs of a, b or h.

```lean
/-- A ground state satisfies the self-consistency equation `a m + b m³ = h`. -/
theorem IsGroundState.stationary {a b h m : ℝ} (hm : IsGroundState a b h m) :
    a * m + b * m ^ 3 = h := by
  have hd := ((((hasDerivAt_pow 2 m).const_mul a).div_const 2).fun_add
    (((hasDerivAt_pow 4 m).const_mul b).div_const 4)).fun_sub
    ((hasDerivAt_id' m).const_mul h)
  have hE : HasDerivAt (energy a b h) (a * m + b * m ^ 3 - h) m :=
    hd.congr_deriv (by norm_num; ring)
  -- the derivative vanishes at a minimum
  have hmin : IsLocalMin (energy a b h) m := Eventually.of_forall hm
  have h0 := hmin.hasDerivAt_eq_zero hE
  linarith
```

The term `hd` assembles the derivative from those of the three parts of the energy, and `hE` simplifies it to a m + b m³ − h. A global minimum is in particular a local one, so `hmin.hasDerivAt_eq_zero` makes the derivative vanish.

The energy gap is an algebraic identity, also free of sign assumptions.

```lean
/-- Measured from a stationary magnetization `m`, the energy of any `x` is the squared
displacement times an explicit stiffness. -/
theorem energy_gap {a b h m : ℝ} (hm : a * m + b * m ^ 3 = h) (x : ℝ) :
    energy a b h x - energy a b h m =
      (x - m) ^ 2 * (a / 2 + b / 4 * ((x + m) ^ 2 + 2 * m ^ 2)) := by
  unfold energy
  linear_combination (x - m) * hm
```

The call to `linear_combination` adds (x − m) times the stationarity equation, which is the substitution for h made above, and leaves a polynomial identity to check.

Positivity of a stationary magnetization is where the signs enter.

```lean
/-- For `a ≥ 0` and `b > 0`, a stationary magnetization in a positive field is positive. -/
theorem stationary_pos {a b h m : ℝ} (ha : 0 ≤ a) (hb : 0 < b) (hh : 0 < h)
    (hm : a * m + b * m ^ 3 = h) : 0 < m := by
  by_contra hneg
  have h1 : m * (a + b * m ^ 2) ≤ 0 :=
    mul_nonpos_iff.2 (Or.inr ⟨not_lt.1 hneg, by positivity⟩)
  nlinarith [h1]
```

Assuming m ≤ 0, the step `h1` gives m (a + b m²) ≤ 0. This product equals h, which is positive, so there is a contradiction.

The next theorem combines these results. The symbol `∃!` means that a ground state exists and that any other ground state equals it.

```lean
/-- For `a ≥ 0`, `b > 0` and a positive field there is exactly one ground state. -/
theorem existsUnique_groundState {a b h : ℝ} (ha : 0 ≤ a) (hb : 0 < b) (hh : 0 < h) :
    ∃! m, IsGroundState a b h m := by
  -- at the magnetization M the restoring force exceeds the field
  obtain ⟨M, hM⟩ : ∃ M : ℝ, M = 1 + h / b := ⟨_, rfl⟩
  have hq : 0 < h / b := by positivity
  have hM1 : 1 ≤ M := by linarith
  have hM0 : 0 ≤ M := by linarith
  have hbM : b * M = b + h := by
    rw [hM]
    field_simp
  have hcube : M ≤ M ^ 3 := by
    nlinarith [mul_nonneg (mul_nonneg hM0 (sub_nonneg.2 hM1)) (by linarith : 0 ≤ M + 1)]
  have hforce : h ≤ a * M + b * M ^ 3 := by
    have h1 := mul_le_mul_of_nonneg_left hcube hb.le
    have h2 := mul_nonneg ha hM0
    linarith
  have hcont : ContinuousOn (fun x : ℝ => a * x + b * x ^ 3) (Icc 0 M) := by fun_prop
  have hmem : h ∈ Icc (a * 0 + b * 0 ^ 3) (a * M + b * M ^ 3) :=
    ⟨by norm_num; exact hh.le, hforce⟩
  obtain ⟨m, -, hm⟩ := intermediate_value_Icc hM0 hcont hmem
  have hs : a * m + b * m ^ 3 = h := hm
  have hpos := stationary_pos ha hb hh hs
  refine ⟨m, fun x => ?_, fun y hy => ?_⟩
  · have hgap := energy_gap hs x
    have hnn : 0 ≤ (x - m) ^ 2 * (a / 2 + b / 4 * ((x + m) ^ 2 + 2 * m ^ 2)) := by
      positivity
    linarith
  · -- any other magnetization lies strictly higher
    by_contra hne
    have hsub : y - m ≠ 0 := sub_ne_zero.2 hne
    have hgap := energy_gap hs y
    have hlt : 0 < (y - m) ^ 2 * (a / 2 + b / 4 * ((y + m) ^ 2 + 2 * m ^ 2)) := by
      positivity
    have hle := hy m
    linarith
```

The first half constructs M = 1 + h/b and proves `hforce`, the bound h ≤ f(M). Then `intermediate_value_Icc` supplies the stationary point m. The last two blocks use the energy gap twice: its non-negativity makes m a ground state, and its strict positivity for y ≠ m contradicts the assumption that y is a ground state as well.

## The ratio m/h as an inverse stiffness

```lean
/-- For `a ≥ 0`, `b > 0` and a positive field, the finite-field susceptibility `m / h` of
the ground state is the inverse of the stiffness `a + b m²`. -/
theorem susceptibility_eq {a b h m : ℝ} (ha : 0 ≤ a) (hb : 0 < b) (hh : 0 < h)
    (hm : IsGroundState a b h m) : m / h = (a + b * m ^ 2)⁻¹ := by
  have hs := hm.stationary
  have hpos := stationary_pos ha hb hh hs
  have hk : a + b * m ^ 2 ≠ 0 := by positivity
  rw [← one_div, div_eq_div_iff hh.ne' hk]
  linear_combination hs
```

This is m/h = 1/(a + b m²), with the inverse written as `⁻¹`. The stiffness a + b m² is here the ratio h/m of field to magnetization, not the curvature a + 3b m² of the energy at m. Positivity of m makes the denominator nonzero even at a = 0, and clearing both denominators returns the stationarity equation.

## The weak-field limit at positive and at zero stiffness

In the limit theorems, `m` is a function from fields to magnetizations, and `hm` requires it to select a ground state at every positive field. By `existsUnique_groundState` such a function exists and its values at positive fields are fixed; its values elsewhere are arbitrary and play no role. The notation `𝓝[>] 0` means that h approaches zero through positive values.

```lean
/-- For `a > 0` and `b > 0`, the finite-field susceptibility of the ground state tends to
`1 / a` as the field tends to zero from above. -/
theorem tendsto_susceptibility {a b : ℝ} (ha : 0 < a) (hb : 0 < b) {m : ℝ → ℝ}
    (hm : ∀ h, 0 < h → IsGroundState a b h (m h)) :
    Tendsto (fun h => m h / h) (𝓝[>] 0) (𝓝 (1 / a)) := by
  have hlin : Tendsto (fun h : ℝ => h / a) (𝓝[>] 0) (𝓝 0) := by
    have hc : Continuous (fun h : ℝ => h / a) := continuous_id.div_const a
    have h1 := hc.tendsto 0
    rw [zero_div] at h1
    exact h1.mono_left nhdsWithin_le_nhds
  -- the magnetization is squeezed between 0 and h / a
  have hm0 : Tendsto m (𝓝[>] 0) (𝓝 0) := by
    refine squeeze_zero' ?_ ?_ hlin
    · filter_upwards [self_mem_nhdsWithin] with h hh
      exact (stationary_pos ha.le hb hh (hm h hh).stationary).le
    · filter_upwards [self_mem_nhdsWithin] with h hh
      have hs := (hm h hh).stationary
      have hpos := stationary_pos ha.le hb hh hs
      have h3 : 0 < b * m h ^ 3 := by positivity
      rw [le_div_iff₀ ha]
      linarith
  have hk : Tendsto (fun h => a + b * m h ^ 2) (𝓝[>] 0) (𝓝 a) := by
    simpa using (hm0.pow 2).const_mul b |>.const_add a
  rw [one_div]
  refine (hk.inv₀ ha.ne').congr' ?_
  filter_upwards [self_mem_nhdsWithin] with h hh
  exact (susceptibility_eq ha.le hb hh (hm h hh)).symm
```

The limit `hlin` says that h/a → 0. With it, `squeeze_zero'` carries out the squeeze 0 ≤ m(h) ≤ h/a and yields `hm0`, the statement that m(h) → 0. The stiffness then tends to a by `hk`. Its inverse tends to 1/a because a ≠ 0, and `susceptibility_eq` identifies that inverse with m(h)/h at each positive field.

At a = 0 the magnetization has a closed form.

```lean
/-- At the instability `a = 0`, with `b > 0` and a positive field, the ground state
follows the cube-root law `m = (h / b)^(1/3)`. -/
theorem critical_magnetization {b h m : ℝ} (hb : 0 < b) (hh : 0 < h)
    (hm : IsGroundState 0 b h m) : m = (h / b) ^ (1 / 3 : ℝ) := by
  have hs := hm.stationary
  have hpos := stationary_pos le_rfl hb hh hs
  have hcube : h / b = m ^ 3 := by
    rw [div_eq_iff hb.ne']
    linear_combination -hs
  rw [hcube, ← Real.rpow_natCast, ← Real.rpow_mul hpos.le]
  norm_num
```

The exponent `(1 / 3 : ℝ)` is a real number, so the right side is the real cube root of the positive number h/b. The proof rewrites h/b as m³ and reduces the exponent 3 · (1/3) to 1, which is allowed since m is positive.

Divergence is expressed by the target `atTop`: the ratio eventually exceeds every bound.

```lean
/-- At the instability `a = 0`, with `b > 0`, the finite-field susceptibility of the ground
state grows without bound as the field tends to zero from above. -/
theorem critical_susceptibility_diverges {b : ℝ} (hb : 0 < b) {m : ℝ → ℝ}
    (hm : ∀ h, 0 < h → IsGroundState 0 b h (m h)) :
    Tendsto (fun h => m h / h) (𝓝[>] 0) atTop := by
  have hc : Continuous (fun h : ℝ => (h / b) ^ (1 / 3 : ℝ)) :=
    (continuous_id.div_const b).rpow_const (fun _ => Or.inr (by norm_num))
  have h0 : ((0 : ℝ) / b) ^ (1 / 3 : ℝ) = 0 := by
    rw [zero_div]
    exact Real.zero_rpow (by norm_num)
  have hlim := hc.tendsto 0
  rw [h0] at hlim
  have hm0 : Tendsto m (𝓝[>] 0) (𝓝 0) := by
    refine (hlim.mono_left nhdsWithin_le_nhds).congr' ?_
    filter_upwards [self_mem_nhdsWithin] with h hh
    exact (critical_magnetization hb hh (hm h hh)).symm
  -- the stiffness vanishes through positive values
  have hk : Tendsto (fun h => 0 + b * m h ^ 2) (𝓝[>] 0) (𝓝[>] 0) := by
    refine tendsto_nhdsWithin_iff.2 ⟨?_, ?_⟩
    · simpa using (hm0.pow 2).const_mul b
    · filter_upwards [self_mem_nhdsWithin] with h hh
      have hpos := stationary_pos le_rfl hb hh (hm h hh).stationary
      show 0 < 0 + b * m h ^ 2
      positivity
  refine (tendsto_inv_nhdsGT_zero.comp hk).congr' ?_
  filter_upwards [self_mem_nhdsWithin] with h hh
  exact (susceptibility_eq le_rfl hb hh (hm h hh)).symm
```

The cube-root law gives m(h) → 0. The step `hk` then records that the stiffness b m² tends to zero while staying positive. The positive sign matters, because the inverse of a quantity that tends to zero through positive values tends to +∞, as `tendsto_inv_nhdsGT_zero` states.

The two cases combine into a criterion: for a ≥ 0 and b > 0, a finite zero-field susceptibility χ exists if and only if a > 0.

```lean
/-- For `a ≥ 0` and `b > 0`, the finite-field susceptibility of the ground state has a
finite limit as the field tends to zero from above if and only if `a > 0`. -/
theorem susceptibility_exists_iff {a b : ℝ} (ha : 0 ≤ a) (hb : 0 < b) {m : ℝ → ℝ}
    (hm : ∀ h, 0 < h → IsGroundState a b h (m h)) :
    (∃ χ : ℝ, Tendsto (fun h => m h / h) (𝓝[>] 0) (𝓝 χ)) ↔ 0 < a := by
  constructor
  · rintro ⟨χ, hχ⟩
    rcases ha.eq_or_lt with h0 | hpos
    · subst h0
      exact absurd hχ
        (not_tendsto_nhds_of_tendsto_atTop (critical_susceptibility_diverges hb hm) χ)
    · exact hpos
  · exact fun hpos => ⟨1 / a, tendsto_susceptibility hpos hb hm⟩
```

From left to right, a is either zero or positive. If it is zero, the ratio diverges and cannot also converge to a real χ. From right to left, χ = 1/a is the limit.

## A single field compared with the critical value

The last theorem fixes a positive field and compares a stiff system with the critical one that has the same b.

```lean
/-- For `a > 0`, `b > 0` and a fixed positive field, the finite-field susceptibility of the
ground state lies strictly below `(h / b)^(1/3) / h`. -/
theorem susceptibility_lt_critical {a b h m : ℝ} (ha : 0 < a) (hb : 0 < b) (hh : 0 < h)
    (hm : IsGroundState a b h m) : m / h < (h / b) ^ (1 / 3 : ℝ) / h := by
  have hs := hm.stationary
  have hpos := stationary_pos ha.le hb hh hs
  have hcube : m ^ 3 < h / b := by
    rw [lt_div_iff₀ hb]
    nlinarith [mul_pos ha hpos]
  have hroot : (m ^ 3) ^ (1 / 3 : ℝ) = m := by
    rw [← Real.rpow_natCast, ← Real.rpow_mul hpos.le]
    norm_num
  have hlt := Real.rpow_lt_rpow (by positivity) hcube (by norm_num : (0 : ℝ) < 1 / 3)
  rw [hroot] at hlt
  exact div_lt_div_of_pos_right hlt hh

end

end FiniteFieldInstability
```

The inequality `hcube` is m³ < h/b. Since the real power 1/3 is strictly increasing on non-negative numbers, `Real.rpow_lt_rpow` turns it into m < (h/b)^(1/3), and division by h completes the proof.

To separate the two cases by this bound, some independent information about b is needed. If nothing is known about b except that it is positive, one measured pair of positive values h and m fits a = 0 with b = h/m³, and it fits equally well any a between 0 and h/m with b = (h − a m)/m³. Within this model, a second field resolves the ambiguity, since h/m = a + b m² is a straight line in m² whose intercept is a.

```lean
#print axioms FiniteFieldInstability.existsUnique_groundState
#print axioms FiniteFieldInstability.critical_susceptibility_diverges
#print axioms FiniteFieldInstability.susceptibility_exists_iff
#print axioms FiniteFieldInstability.susceptibility_lt_critical
```

```
'FiniteFieldInstability.existsUnique_groundState' depends on axioms: [propext, Classical.choice, Quot.sound]
'FiniteFieldInstability.critical_susceptibility_diverges' depends on axioms: [propext, Classical.choice, Quot.sound]
'FiniteFieldInstability.susceptibility_exists_iff' depends on axioms: [propext, Classical.choice, Quot.sound]
'FiniteFieldInstability.susceptibility_lt_critical' depends on axioms: [propext, Classical.choice, Quot.sound]
```
